# Steady diffusion to an absorbing disc in the plane: logarithmic profile and rate constant $2\pi D/\ln(L/R)$ for an outer boundary at $L$

## Concentration, current and rate constant

Particles diffuse in a plane with diffusion coefficient $D$ around a fixed circular sink of radius $R$. Their concentration $c(r)$, a number per area, depends only on the distance $r$ from the centre. It is zero at $r=R$, where every arriving particle is absorbed, and it is held at $c_0$ on an outer circle of radius $L>R$. The logarithm is the natural one throughout.

```lean
import Mathlib

open Real Filter Topology Set

namespace PlanarDiffusionControl

noncomputable section
```

In a steady state the radial diffusion equation in two dimensions reads

$$\frac{1}{r}\frac{d}{dr}\left(r\,\frac{dc}{dr}\right)=0,\qquad\text{that is,}\qquad (r\,c')'=0 .$$

Write $g=c'$ for the radial gradient.

```lean
/-- The concentration `c` has radial gradient `g` on `s` and obeys the steady planar
diffusion equation `(r c')' = 0` there. -/
def SteadyRadial (c g : ℝ → ℝ) (s : Set ℝ) : Prop :=
  ∀ r ∈ s, HasDerivWithinAt c (g r) s r ∧ HasDerivWithinAt (fun x => x * g x) 0 s r
```

`SteadyRadial c g s` says that at each point of the set `s` the function `c` has derivative `g r` and the product $r\,g(r)$ has derivative zero. Both are derivatives within `s`, so at an endpoint of an interval they are one-sided. No second derivative of $c$ has to be named, because the equation only involves the derivative of $r\,c'$.

By Fick's law the outward flux density is $-D\,c'$. The inward current through a circle of radius $r$ is therefore $2\pi r D\,g(r)$, which is positive when the concentration rises outwards.

```lean
/-- Inward diffusive current through the circle of radius `r`, for diffusion coefficient `D`
and radial concentration gradient `g`. -/
def inflow (D : ℝ) (g : ℝ → ℝ) (r : ℝ) : ℝ := 2 * π * r * D * g r
```

The rate constant $k$ is the factor that turns the outer concentration into a current: inward current $=k\,c_0$. In the plane it has the dimension of $D$, area per time. The candidate value is

$$k=\frac{2\pi D}{\ln(L/R)} .$$

```lean
/-- The planar rate constant `2 π D / ln (L / R)` for a sink of radius `R` and an outer
radius `L`, meant for `0 < R < L`. -/
def planarRate (D R L : ℝ) : ℝ := 2 * π * D / Real.log (L / R)
```

This is so far only a formula in $D$, $R$ and $L$; its link to the current is proved below. The candidate for the concentration is

$$c(r)=c_0\,\frac{\ln(r/R)}{\ln(L/R)} .$$

```lean
/-- The logarithmic profile `c0 ln (r / R) / ln (L / R)`, meant for `0 < R < L` and `0 < r`. -/
def logProfile (R L c0 r : ℝ) : ℝ := c0 * Real.log (r / R) / Real.log (L / R)
```

## The same current through every circle

If $f'=0$ on an interval, the mean value theorem gives $f(b)-f(a)=f'(\xi)(b-a)=0$ for any two of its points $a$ and $b$.

```lean
/-- A quantity whose radial derivative vanishes on an interval has the same value at any two
points of it. -/
theorem const_of_deriv_zero {f : ℝ → ℝ} {s : Set ℝ} (hs : Convex ℝ s)
    (hf : ∀ r ∈ s, HasDerivWithinAt f 0 s r) {a b : ℝ} (ha : a ∈ s) (hb : b ∈ s) :
    f b = f a := by
  have h := hs.norm_image_sub_le_of_norm_hasDerivWithin_le (f' := fun _ => (0 : ℝ))
    (C := 0) hf (fun x _ => by simp) ha hb
  rw [zero_mul] at h
  exact sub_eq_zero.1 (norm_le_zero_iff.1 h)
```

The Lean proof uses the mean value inequality on a convex set: a derivative bounded in size by $C$ gives $|f(b)-f(a)|\le C\,|b-a|$. Here $C=0$.

Applied to $f(r)=r\,g(r)$, this gives $b\,g(b)=a\,g(a)$. Multiplication by $2\pi D$ turns it into conservation of the current: what enters a ring through its outer circle leaves through its inner one.

```lean
/-- In a steady state the same current flows through all concentric circles. -/
theorem inflow_conserved {c g : ℝ → ℝ} {s : Set ℝ} (D : ℝ) (hs : Convex ℝ s)
    (h : SteadyRadial c g s) {a b : ℝ} (ha : a ∈ s) (hb : b ∈ s) :
    inflow D g b = inflow D g a := by
  have k : b * g b = a * g a :=
    const_of_deriv_zero (f := fun x => x * g x) hs (fun r hr => (h r hr).2) ha hb
  unfold inflow
  linear_combination 2 * π * D * k
```

## Integration to a logarithm

Let $A=a\,g(a)$ be the constant value of $r\,g(r)$. Then $c'(r)=A/r$, and

$$\frac{d}{dr}\bigl(c(r)-A\ln r\bigr)=g(r)-\frac{A}{r}=0 .$$

The bracket is constant, so $c(b)-A\ln b=c(a)-A\ln a$, or

$$c(b)=c(a)+a\,g(a)\,\ln\frac{b}{a}.$$

```lean
/-- Every steady radial concentration in the plane is a constant plus a multiple of the
logarithm of the distance. -/
theorem steady_eq_log {c g : ℝ → ℝ} {s : Set ℝ} (hs : Convex ℝ s)
    (hpos : ∀ x ∈ s, 0 < x) (h : SteadyRadial c g s) {a b : ℝ} (ha : a ∈ s) (hb : b ∈ s) :
    c b = c a + a * g a * Real.log (b / a) := by
  -- subtracting the logarithm leaves a function with zero derivative
  have hd : ∀ x ∈ s, HasDerivWithinAt (fun y => c y - a * g a * Real.log y) 0 s x := by
    intro x hx
    have hx0 : x ≠ 0 := (hpos x hx).ne'
    have hxg : x * g x = a * g a :=
      const_of_deriv_zero (f := fun x => x * g x) hs (fun r hr => (h r hr).2) ha hx
    have h1 : HasDerivWithinAt (fun y => c y - a * g a * Real.log y)
        (g x - a * g a * x⁻¹) s x :=
      (h x hx).1.sub ((Real.hasDerivAt_log hx0).const_mul (a * g a)).hasDerivWithinAt
    have e : g x - a * g a * x⁻¹ = 0 := by
      rw [← hxg, mul_comm x (g x), mul_assoc, mul_inv_cancel₀ hx0, mul_one, sub_self]
    rw [e] at h1
    exact h1
  have k : c b - a * g a * Real.log b = c a - a * g a * Real.log a :=
    const_of_deriv_zero (f := fun y => c y - a * g a * Real.log y) hs hd ha hb
  rw [Real.log_div (hpos b hb).ne' (hpos a ha).ne']
  linear_combination k
```

The hypothesis `hpos` keeps all radii positive, so that $\ln r$ is differentiable and the logarithm of the quotient splits. Within the proof, `hxg` is the constancy of $r\,g(r)$, `e` is the cancellation $g(r)-A/r=0$, and `hd` collects the vanishing derivative. The constancy lemma then gives `k`, which in this proof is an equation and not the rate constant.

## Boundary values fix the profile and the rate

Set $a=R$ and $b=L$. With $c(R)=0$ and $c(L)=c_0$ the general solution gives

$$c_0=R\,g(R)\,\ln\frac{L}{R},\qquad\text{so}\qquad R\,g(R)=\frac{c_0}{\ln(L/R)} .$$

The division is allowed because $L>R$ makes the logarithm positive. Inserting this amplitude at a general $r$ yields

$$c(r)=c_0\,\frac{\ln(r/R)}{\ln(L/R)},\qquad 2\pi r D\,g(r)=2\pi D\,R\,g(R)=\frac{2\pi D}{\ln(L/R)}\,c_0 .$$

```lean
/-- A steady concentration that vanishes at the sink radius `R` and equals `c0` at `L` is the
logarithmic profile, and the current through each circle is `2 π D / ln (L / R)` times `c0`. -/
theorem profile_and_rate {c g : ℝ → ℝ} {R L c0 : ℝ} (D : ℝ) (hR : 0 < R) (hRL : R < L)
    (h : SteadyRadial c g (Icc R L)) (hcR : c R = 0) (hcL : c L = c0) :
    ∀ r ∈ Icc R L, c r = logProfile R L c0 r ∧ inflow D g r = planarRate D R L * c0 := by
  intro r hr
  have hlog : 0 < Real.log (L / R) := Real.log_pos ((one_lt_div hR).2 hRL)
  have hp : ∀ x ∈ Icc R L, 0 < x := fun x hx => hR.trans_le hx.1
  have hRm : R ∈ Icc R L := ⟨le_rfl, hRL.le⟩
  have hLm : L ∈ Icc R L := ⟨hRL.le, le_rfl⟩
  -- the outer boundary value fixes the amplitude of the logarithm
  have hA : R * g R = c0 / Real.log (L / R) := by
    have hL := steady_eq_log (convex_Icc R L) hp h hRm hLm
    rw [hcL, hcR, zero_add] at hL
    rw [eq_div_iff hlog.ne']
    exact hL.symm
  constructor
  · rw [steady_eq_log (convex_Icc R L) hp h hRm hr, hcR, hA]
    unfold logProfile
    ring
  · rw [inflow_conserved D (convex_Icc R L) h hRm hr]
    unfold inflow planarRate
    linear_combination 2 * π * D * hA
```

The statement holds at every $r$ in the closed interval `Icc R L`, endpoints included. It asks for $0<R<L$, the steady equation and the two boundary values; $c_0$ may be any real number, although a physical concentration is not negative. The amplitude is `hA`. The first half of the conclusion inserts it into the general solution, and the second carries the current from $R$ to $r$ by conservation.

The profile also solves the problem it was derived from. Its gradient is

$$g(r)=\frac{c_0}{\ln(L/R)}\,\frac1r ,$$

so $r\,g(r)$ is constant. At $r=R$ the profile contains $\ln 1=0$, and at $r=L$ the two logarithms cancel.

```lean
/-- Conversely, the logarithmic profile is a steady concentration on `[R, L]` with value zero
at `R` and `c0` at `L`. -/
theorem logProfile_steady {R L : ℝ} (c0 : ℝ) (hR : 0 < R) (hRL : R < L) :
    SteadyRadial (logProfile R L c0) (fun r => c0 / Real.log (L / R) / r) (Icc R L) ∧
      logProfile R L c0 R = 0 ∧ logProfile R L c0 L = c0 := by
  have hl : Real.log (L / R) ≠ 0 := (Real.log_pos ((one_lt_div hR).2 hRL)).ne'
  have hp : ∀ x ∈ Icc R L, x ≠ 0 := fun x hx => (hR.trans_le hx.1).ne'
  refine ⟨fun x hx => ⟨?_, ?_⟩, ?_, ?_⟩
  · have hx0 := hp x hx
    have h1 : HasDerivAt (logProfile R L c0)
        (c0 * (1 / R / (x / R)) / Real.log (L / R)) x :=
      ((((hasDerivAt_id' x).div_const R).log (div_ne_zero hx0 hR.ne')).const_mul c0).div_const _
    have e : 1 / R / (x / R) = 1 / x := by field_simp
    refine (h1.congr_deriv ?_).hasDerivWithinAt
    rw [e]
    ring
  · -- the product of radius and gradient is constant on the interval
    have e : ∀ y ∈ Icc R L,
        y * (c0 / Real.log (L / R) / y) = c0 / Real.log (L / R) := by
      intro y hy
      have hy0 := hp y hy
      field_simp
    exact (hasDerivWithinAt_const x (Icc R L) (c0 / Real.log (L / R))).congr e (e x hx)
  · simp [logProfile, div_self hR.ne']
  · exact mul_div_cancel_right₀ c0 hl
```

The four goals in the proof are the derivative of the profile, the zero derivative of $r\,g(r)$, and the two boundary values. Together with the preceding theorem this gives existence and uniqueness of the steady radial concentration between the two circles.

In this model, with $D>0$, the rate constant thus depends on the outer radius $L$ as well as on $D$ and $R$, so $D$ and $R$ alone do not fix its value.

## The diffusion length as outer radius

In an unbounded plane no outer circle is given. A common estimate takes $L=\sqrt{Dt}$, which up to a numerical factor is the distance over which particles diffuse in time $t$, and so the order of size of the region depleted by the sink. This choice is put in by assumption and is not derived from the time-dependent diffusion equation; the result below concerns the rate constant of this quasi-steady model. With times and lengths expressed as numbers in fixed units,

$$\ln\frac{\sqrt{Dt}}{R}=\tfrac12\ln t+b,\qquad b=\tfrac12\ln D-\ln R,$$

where $b$ is now a constant and no longer a radius. Hence, once $\sqrt{Dt}>R$ and $t>1$,

$$k\,\ln t=\frac{2\pi D\,\ln t}{\tfrac12\ln t+b}=\frac{2\pi D}{\tfrac12+b/\ln t}\;\longrightarrow\;\frac{2\pi D}{1/2}=4\pi D\qquad(t\to\infty).$$

The rate constant therefore falls to zero, but only as slowly as $1/\ln t$.

```lean
/-- With the outer radius set to the diffusion length `sqrt (D t)`, the product of the rate
constant and `ln t` tends to `4 π D` at long times. -/
theorem rate_mul_log_tendsto {D R : ℝ} (hD : 0 < D) (hR : 0 < R) :
    Tendsto (fun t => planarRate D R (Real.sqrt (D * t)) * Real.log t) atTop
      (𝓝 (4 * π * D)) := by
  obtain ⟨b, hb⟩ : ∃ b, b = Real.log D / 2 - Real.log R := ⟨_, rfl⟩
  have h1 : Tendsto (fun t => 2 * π * D / (1 / 2 + b * (Real.log t)⁻¹)) atTop
      (𝓝 (2 * π * D / (1 / 2 + b * 0))) :=
    tendsto_const_nhds.div (tendsto_const_nhds.add
      ((tendsto_inv_atTop_zero.comp Real.tendsto_log_atTop).const_mul b)) (by norm_num)
  have e : 2 * π * D / (1 / 2 + b * 0) = 4 * π * D := by
    rw [mul_zero, add_zero]
    ring
  have key : ∀ A q l : ℝ, l ≠ 0 → A / q = A / (l * q) * l := by
    intro A q l hl
    rw [div_mul_eq_mul_div, mul_comm l q, mul_div_mul_right _ _ hl]
  rw [e] at h1
  refine h1.congr' ?_
  filter_upwards [eventually_gt_atTop 1] with t ht
  have ht0 : 0 < t := by linarith
  have hl : Real.log t ≠ 0 := (Real.log_pos ht).ne'
  have hi : Real.log t * (Real.log t)⁻¹ = 1 := mul_inv_cancel₀ hl
  -- the logarithm of the diffusion length is half of `ln t` plus a constant
  have hlog : Real.log (Real.sqrt (D * t) / R)
      = Real.log t * (1 / 2 + b * (Real.log t)⁻¹) := by
    rw [Real.log_div (Real.sqrt_pos.2 (mul_pos hD ht0)).ne' hR.ne',
      Real.log_sqrt (mul_pos hD ht0).le, Real.log_mul hD.ne' ht0.ne']
    linear_combination (-b) * hi - hb
  unfold planarRate
  rw [hlog]
  exact key _ _ _ hl
```

`Tendsto … atTop (𝓝 (4 * π * D))` is the limit $t\to\infty$. The proof first finds the limit of the last fraction, `h1`, and then shows that this fraction equals $k\ln t$ for all $t>1$. The rewriting of the logarithm is `hlog`, and `key` cancels the common factor $\ln t$. It puts no condition on the remaining denominator, because Lean sets division by zero to zero and both sides then vanish together.

## No nonzero bounded steady state around a sink in the infinite plane

Now let the steady equation hold on all of $[R,\infty)$, with $c(R)=0$. The general solution with $a=R$ is

$$c(r)=R\,g(R)\,\ln\frac{r}{R}.$$

Suppose that $|c(r)|\le M$ for all large $r$. If $R\,g(R)$ were not zero, $|R\,g(R)|\ln(r/R)$ would grow without limit and exceed $M$ at some large $r$. So $R\,g(R)=0$, and $c$ vanishes everywhere.

```lean
/-- A steady concentration on `[R, ∞)` that vanishes at `R` and is bounded at large distances
is zero everywhere. -/
theorem bounded_steady_eq_zero {c g : ℝ → ℝ} {R M : ℝ} (hR : 0 < R)
    (h : SteadyRadial c g (Ici R)) (hcR : c R = 0) (hM : ∀ᶠ r in atTop, |c r| ≤ M) :
    ∀ r ∈ Ici R, c r = 0 := by
  have hc : ∀ r ∈ Ici R, c r = R * g R * Real.log (r / R) := by
    intro r hr
    rw [steady_eq_log (convex_Ici R) (fun x hx => hR.trans_le hx) h self_mem_Ici hr,
      hcR, zero_add]
  -- a nonzero amplitude would make the logarithm exceed the bound
  have hA : R * g R = 0 := by
    by_contra hA
    have ht : Tendsto (fun r => |R * g R| * Real.log (r / R)) atTop atTop :=
      (Real.tendsto_log_atTop.comp (tendsto_id.atTop_div_const hR)).const_mul_atTop
        (abs_pos.2 hA)
    obtain ⟨r, ⟨h1, h2⟩, h3⟩ :=
      ((hM.and (ht.eventually_gt_atTop M)).and (eventually_ge_atTop R)).exists
    have h2' : M < |R * g R| * Real.log (r / R) := h2
    rw [hc r h3, abs_mul] at h1
    have h4 := mul_le_mul_of_nonneg_left (le_abs_self (Real.log (r / R)))
      (abs_nonneg (R * g R))
    linarith
  intro r hr
  rw [hc r hr, hA, zero_mul]
```

The set `Ici R` is $[R,\infty)$, and `∀ᶠ r in atTop` means "for all sufficiently large $r$", so the bound is required only far out. The proof picks one radius that lies in the domain, where the bound holds and where the logarithmic term is already larger than $M$. These facts contradict each other.

Without the bound the conclusion fails. Take $c(r)=\ln(r/R)$ with $g(r)=1/r$. Then $r\,g(r)=1$ is constant and $c(R)=0$, but $c(eR)=1$. This solution carries the current $2\pi D$ and needs a concentration that rises for ever with distance.

A concentration that tends to a bulk value $c_\infty$ is bounded far out, for instance by $|c_\infty|+1$. It is then zero everywhere on $[R,\infty)$, and so is its limit: $c_\infty=0$.

```lean
/-- If a steady concentration on `[R, ∞)` vanishes at `R` and has a limit at infinity, that
limit is zero. -/
theorem far_field_eq_zero {c g : ℝ → ℝ} {R cInf : ℝ} (hR : 0 < R)
    (h : SteadyRadial c g (Ici R)) (hcR : c R = 0) (hlim : Tendsto c atTop (𝓝 cInf)) :
    cInf = 0 := by
  have hM : ∀ᶠ r in atTop, |c r| ≤ |cInf| + 1 :=
    hlim.abs.eventually_le_const (lt_add_one |cInf|)
  have hz := bounded_steady_eq_zero hR h hcR hM
  have h0 : Tendsto c atTop (𝓝 0) := by
    refine tendsto_const_nhds.congr' ?_
    filter_upwards [eventually_ge_atTop R] with r hr
    exact (hz r hr).symm
  exact tendsto_nhds_unique hlim h0

end

end PlanarDiffusionControl
```

The last line of the proof is the uniqueness of limits, since $c$ tends both to `cInf` and to zero. A perfectly absorbing disc in an infinite plane thus has no steady radial concentration with a nonzero bulk value. The model leaves out interactions between the particles, angular dependence and a sink that absorbs only some of the arrivals.

```lean
#print axioms PlanarDiffusionControl.profile_and_rate
-- 'PlanarDiffusionControl.profile_and_rate' depends on axioms: [propext, Classical.choice, Quot.sound]
#print axioms PlanarDiffusionControl.logProfile_steady
-- 'PlanarDiffusionControl.logProfile_steady' depends on axioms: [propext, Classical.choice, Quot.sound]
#print axioms PlanarDiffusionControl.rate_mul_log_tendsto
-- 'PlanarDiffusionControl.rate_mul_log_tendsto' depends on axioms: [propext, Classical.choice, Quot.sound]
#print axioms PlanarDiffusionControl.far_field_eq_zero
-- 'PlanarDiffusionControl.far_field_eq_zero' depends on axioms: [propext, Classical.choice, Quot.sound]
```
